# Reversing a plane rotation with $\det R=1$ and $|\operatorname{tr}R|<2$ requires a change of handedness

A rotation written in the basis of a crystal cell with non-orthogonal axes, such as a threefold rotation in the hexagonal cell, is usually not an orthogonal matrix, so its sense of turning is described here without angles or a metric. The operation is a real $2\times2$ matrix $R$ acting on column coordinates, and a change of cell is an invertible real matrix $P$ acting on the same columns. We say that $P$ reverses $R$ if $\det P\neq0$ and $PR=R^{-1}P$, which for invertible $P$ is the same as $PRP^{-1}=R^{-1}$. If the new basis vectors are instead expressed through the old ones, the matrix in use is $P^{-1}$; its determinant has the same sign, so handedness is read off in the same way.

The claim is that if $\det R=1$ and $|\operatorname{tr}R|<2$, every $P$ that reverses $R$ has $\det P<0$. The trace condition selects the matrices that are rotations by some angle $\theta$ in a suitable basis, with $\operatorname{tr}R=2\cos\theta$ and $\theta$ not a multiple of $\pi$. Threefold, fourfold and sixfold rotations have traces $-1$, $0$ and $1$. The half-turn has trace $-2$ and is its own inverse, so it has no sense to reverse.

When the symmetry matrices of a two-dimensional crystal are compared in two cells, a match that sends a threefold, fourfold or sixfold rotation to its inverse has therefore changed the handedness of the cell; this concerns only the linear parts of the operations, not their translations.

## The area swept by an operation

Write $a=R_{00}$, $b=R_{01}$, $c=R_{10}$, $d=R_{11}$, so that $ad-bc=1$, and let $t=a+d$ be the trace. For a vector $v=(v_0,v_1)$, the signed area of the parallelogram spanned by $v$ and $Rv$, in units of the cell area, is
$$s_R(v)=v_0(Rv)_1-v_1(Rv)_0=c\,v_0^2+(d-a)\,v_0v_1-b\,v_1^2 .$$
Its sign tells which way $R$ turns $v$.

Suppose $PR=SP$ for some matrix $S$. Then $S(Pv)=P(Rv)$, so $P$ maps the parallelogram of $v$ and $Rv$ to that of $Pv$ and $S(Pv)$, and
$$s_S(Pv)=\det P\; s_R(v).$$

Since $\det R=1$, the inverse has rows $(d,-b)$ and $(-c,a)$. Inserting these entries in the quadratic form changes every sign: $s_{R^{-1}}(v)=-s_R(v)$. If $P$ reverses $R$, the two results with $S=R^{-1}$ give
$$-s_R(Pv)=\det P\; s_R(v).\tag{1}$$

It remains to compare the signs of $s_R(v)$ and $s_R(Pv)$. For any $v$ and $w$, let
$$B(v,w)=c\,v_0w_0+\tfrac{d-a}{2}(v_0w_1+v_1w_0)-b\,v_1w_1 .$$
Expanding the products gives
$$s_R(v)\,s_R(w)=B(v,w)^2+\Bigl(-bc-\tfrac{(d-a)^2}{4}\Bigr)(v_0w_1-v_1w_0)^2 .$$
Because $-bc=1-ad$, the bracket equals $1-ad-(d-a)^2/4=(4-t^2)/4$. For $|t|\le2$ it is non-negative, so two swept areas never have opposite signs.

Some swept area must also be nonzero. If all vanished, $v=(1,0)$ would give $c=0$, $v=(0,1)$ would give $b=0$, and $v=(1,1)$ would then give $d=a$. The determinant condition would become $a^2=1$, hence $R=\pm1$. These matrices have trace $\pm2$ and are excluded by $|t|<2$.

Choose $v$ with $s_R(v)\neq0$ and multiply (1) by $s_R(v)$:
$$\det P\; s_R(v)^2=-s_R(v)\,s_R(Pv)\le0 .$$
Thus $\det P\le0$, and since $P$ is invertible, $\det P<0$.

## Reversing matrices and the range of the trace

A reversing matrix exists for every $R$ of determinant one. Take $M$ with rows $(p,q)$ and $(r,-p)$. Comparing the entries of $MR$ and $R^{-1}M$, the off-diagonal ones agree automatically, and both diagonal ones reduce to
$$p(a-d)+qc+rb=0.\tag{2}$$
Moreover $M^2=(p^2+qr)\,1$ and $\det M=-(p^2+qr)$. We can satisfy (2) with $p^2+qr=1$ as follows:

- if $c\neq0$, take $p=1$, $q=(d-a)/c$, $r=0$;
- if $c=0$ and $b\neq0$, take $p=1$, $q=0$, $r=(d-a)/b$;
- if $b=c=0$, take $p=0$, $q=r=1$.

In each case $M^2=1$ and $\det M=-1$.

The argument for $\det P<0$ used only $|t|\le2$ and $R\neq\pm1$, and these conditions are exact. For $R=\pm1$ the identity reverses $R$ and has determinant $1$. For $|t|>2$, set $D=a-d$, $S=b+c$, $A=b-c$ and $N=D^2+S^2$, where $S$ is now a number. Then
$$N-A^2=(a-d)^2+4bc=t^2-4>0 .$$
The choice $p=DA$, $q=SA+N$, $r=SA-N$ satisfies (2), because its left side is $D^2A+S^2A-NA=0$. The determinant is $-(p^2+qr)=N(N-A^2)>0$, so this matrix reverses $R$ while preserving handedness.

## Reversal and swept area as Lean definitions

```lean
import Mathlib

open Matrix

namespace PlaneRotationSense
```

Operations and cell transformations have the same type, `Matrix (Fin 2) (Fin 2) ℝ`, with indices 0 and 1. The property of reversing is a conjunction of invertibility and the intertwining relation.

```lean
/-- The cell transformation `P` is invertible and carries the plane operation `R` to its
inverse. -/
def Reverses (P R : Matrix (Fin 2) (Fin 2) ℝ) : Prop :=
  P.det ≠ 0 ∧ P * R = R⁻¹ * P
```

Nothing requires $P$ or $R$ to have integer entries. The statement that all reversing $P$ have negative determinant therefore includes the integer changes of basis of a lattice. The existence results supply real matrices, which need not preserve a given lattice.

```lean
/-- The signed area, in units of the cell, of the parallelogram spanned by `v` and its
image `R v`. -/
def sweep (R : Matrix (Fin 2) (Fin 2) ℝ) (v : Fin 2 → ℝ) : ℝ :=
  v 0 * (R *ᵥ v) 1 - v 1 * (R *ᵥ v) 0
```

Here `R *ᵥ v` is the product $Rv$, and `sweep R v` is $s_R(v)$. The next theorem confirms that the definition of reversal agrees with conjugation, by multiplying with $P^{-1}$ or $P$ on the right.

```lean
/-- For an invertible cell transformation, reversing `R` means `P R P⁻¹ = R⁻¹`. -/
theorem reverses_iff_conj {P R : Matrix (Fin 2) (Fin 2) ℝ} (hP : P.det ≠ 0) :
    Reverses P R ↔ P * R * P⁻¹ = R⁻¹ := by
  have hu : IsUnit P.det := isUnit_iff_ne_zero.mpr hP
  constructor
  · rintro ⟨_, h⟩
    rw [h, Matrix.mul_assoc, Matrix.mul_nonsing_inv _ hu, Matrix.mul_one]
  · intro h
    refine ⟨hP, ?_⟩
    rw [← h, Matrix.mul_assoc, Matrix.nonsing_inv_mul _ hu, Matrix.mul_one]
```

## The transformation law and the sign of the area

The inverse of a matrix of determinant one is its adjugate, which gives the four entries used above.

```lean
lemma inv_entries {R : Matrix (Fin 2) (Fin 2) ℝ} (hR : R.det = 1) :
    R⁻¹ = !![R 1 1, -R 0 1; -R 1 0, R 0 0] := by
  rw [Matrix.inv_def, hR, Ring.inverse_one, one_smul, Matrix.adjugate_fin_two]
```

The quadratic form for the swept area follows by writing out the matrix product.

```lean
/-- The swept area is a binary quadratic form in the components of `v`. -/
theorem sweep_eq (R : Matrix (Fin 2) (Fin 2) ℝ) (v : Fin 2 → ℝ) :
    sweep R v = R 1 0 * v 0 ^ 2 + (R 1 1 - R 0 0) * v 0 * v 1 - R 0 1 * v 1 ^ 2 := by
  simp only [sweep, Matrix.mulVec, dotProduct, Fin.sum_univ_two]
  ring
```

In the transformation law, `e` is the equation $S(Pv)=P(Rv)$. The vector $Rv$ is then replaced by an arbitrary $w$, since what remains is the rule that $P$ multiplies the signed area of any parallelogram by $\det P$.

```lean
/-- If `P` carries `R` to `S`, the swept area is multiplied by the determinant of `P`. -/
theorem sweep_transform {P R S : Matrix (Fin 2) (Fin 2) ℝ} (h : P * R = S * P)
    (v : Fin 2 → ℝ) : sweep S (P *ᵥ v) = P.det * sweep R v := by
  have e : S *ᵥ (P *ᵥ v) = P *ᵥ (R *ᵥ v) := by
    rw [Matrix.mulVec_mulVec, Matrix.mulVec_mulVec, h]
  unfold sweep
  rw [e]
  generalize R *ᵥ v = w
  simp only [Matrix.mulVec, dotProduct, Fin.sum_univ_two, Matrix.det_fin_two]
  ring
```

Inversion changes the sign of the form, as direct substitution shows.

```lean
/-- The inverse of an operation of determinant one sweeps the opposite signed area. -/
theorem sweep_inv {R : Matrix (Fin 2) (Fin 2) ℝ} (hR : R.det = 1) (v : Fin 2 → ℝ) :
    sweep R⁻¹ v = -sweep R v := by
  rw [inv_entries hR, sweep_eq, sweep_eq]
  simp
  ring
```

The comparison of signs rests on the product identity, called `key`. The `linear_combination` step supplies the determinant condition, multiplied by $(v_0w_1-v_1w_0)^2$, which turns the bracket into $(4-t^2)/4$. The inequality `h4` is the non-negativity of that coefficient.

```lean
/-- If `det R = 1` and `|tr R| ≤ 2`, the areas swept from any two vectors never have
opposite signs. -/
theorem sweep_same_sign {R : Matrix (Fin 2) (Fin 2) ℝ} (hR : R.det = 1)
    (ht : |R.trace| ≤ 2) (v w : Fin 2 → ℝ) : 0 ≤ sweep R v * sweep R w := by
  rw [Matrix.det_fin_two] at hR
  rw [Matrix.trace_fin_two] at ht
  obtain ⟨h1, h2⟩ := abs_le.mp ht
  have h4 : 0 ≤ (4 - (R 0 0 + R 1 1) ^ 2) / 4 := by nlinarith
  -- the product is the squared polar form plus a multiple of a squared area
  have key : sweep R v * sweep R w =
      (R 1 0 * v 0 * w 0 + (R 1 1 - R 0 0) / 2 * (v 0 * w 1 + v 1 * w 0)
        - R 0 1 * v 1 * w 1) ^ 2
      + (4 - (R 0 0 + R 1 1) ^ 2) / 4 * (v 0 * w 1 - v 1 * w 0) ^ 2 := by
    rw [sweep_eq, sweep_eq]
    linear_combination (v 0 * w 1 - v 1 * w 0) ^ 2 * hR
  rw [key]
  exact add_nonneg (sq_nonneg _) (mul_nonneg h4 (sq_nonneg _))
```

The existence of a nonzero swept area is proved by contradiction with the same three test vectors. The factorisation $(a-1)(a+1)=0$ then leaves only the two excluded matrices.

```lean
lemma exists_sweep_ne_zero {R : Matrix (Fin 2) (Fin 2) ℝ} (hR : R.det = 1)
    (h1 : R ≠ 1) (h2 : R ≠ -1) : ∃ v, sweep R v ≠ 0 := by
  by_contra hcon
  have h : ∀ v, sweep R v = 0 := fun v => by
    by_contra hv
    exact hcon ⟨v, hv⟩
  have hc : R 1 0 = 0 := by simpa [sweep_eq] using h ![1, 0]
  have hb : R 0 1 = 0 := by simpa [sweep_eq] using h ![0, 1]
  have hd : R 1 1 = R 0 0 := by
    have := h ![1, 1]
    simp [sweep_eq, hc, hb] at this
    linarith
  rw [Matrix.det_fin_two, hc, hb, hd] at hR
  have hf : (R 0 0 - 1) * (R 0 0 + 1) = 0 := by linarith
  rcases mul_eq_zero.mp hf with ha | ha
  · have ha' : R 0 0 = 1 := by linarith
    apply h1
    ext i j
    fin_cases i <;> fin_cases j <;> simp [hc, hb, hd, ha']
  · have ha' : R 0 0 = -1 := by linarith
    apply h2
    ext i j
    fin_cases i <;> fin_cases j <;> simp [hc, hb, hd, ha']
```

## Negative determinant for every reversing matrix

The lemma `det_neg_aux` combines these results under the weaker hypotheses $|t|\le2$ and $R\neq\pm1$. After the rewrite with `sweep_inv`, `e` is equation (1). Multiplying it by $s_R(v)$ gives `hle`, and the invertibility of $P$, stored in `hP.1`, rules out a zero determinant.

```lean
lemma det_neg_aux {P R : Matrix (Fin 2) (Fin 2) ℝ} (hR : R.det = 1)
    (ht : |R.trace| ≤ 2) (h1 : R ≠ 1) (h2 : R ≠ -1) (hP : Reverses P R) : P.det < 0 := by
  obtain ⟨v, hv⟩ := exists_sweep_ne_zero hR h1 h2
  have e := sweep_transform hP.2 v
  rw [sweep_inv hR] at e
  have hs := sweep_same_sign hR ht v (P *ᵥ v)
  have hpos : 0 < sweep R v ^ 2 := by positivity
  -- multiply the transformation law by the area swept from `v`
  have hle : P.det * sweep R v ^ 2 ≤ 0 := by
    have : P.det * sweep R v ^ 2 = -(sweep R v * sweep R (P *ᵥ v)) := by
      linear_combination (-sweep R v) * e
    linarith
  refine lt_of_le_of_ne ?_ hP.1
  by_contra hn
  have := mul_pos (not_le.mp hn) hpos
  linarith
```

The main theorem reads: for real $2\times2$ matrices $P$ and $R$, if $R$ has determinant one and trace strictly between $-2$ and $2$, and $P$ reverses $R$, then $\det P<0$. Its proof only has to exclude $R=1$ and $R=-1$, whose traces contradict the strict bound.

```lean
/-- If `det R = 1` and `|tr R| < 2`, every invertible cell transformation that carries `R`
to its inverse has negative determinant. -/
theorem det_neg_of_reverses {P R : Matrix (Fin 2) (Fin 2) ℝ} (hR : R.det = 1)
    (ht : |R.trace| < 2) (hP : Reverses P R) : P.det < 0 := by
  refine det_neg_aux hR ht.le ?_ ?_ hP
  · rintro rfl
    norm_num [Matrix.trace_fin_two] at ht
  · rintro rfl
    norm_num [Matrix.trace_fin_two, abs_lt] at ht
```

## Explicit reversing matrices and the exact condition

The lemma `traceless_reverses` turns the scalar equation (2) into the matrix relation by checking the four entries.

```lean
lemma traceless_reverses {R : Matrix (Fin 2) (Fin 2) ℝ} (hR : R.det = 1) {p q r : ℝ}
    (h : p * (R 0 0 - R 1 1) + q * R 1 0 + r * R 0 1 = 0) :
    !![p, q; r, -p] * R = R⁻¹ * !![p, q; r, -p] := by
  rw [inv_entries hR]
  ext i j
  fin_cases i <;> fin_cases j <;> simp [Matrix.mul_apply, Fin.sum_univ_two] <;> linarith
```

The next theorem follows the three choices of $p,q,r$ listed earlier, split according to whether `R 1 0` and `R 0 1` vanish. The resulting $M$ is a reflection in the linear sense, with $M^2=1$ and $\det M=-1$; no metric is present that would make it an orthogonal mirror.

```lean
/-- Every plane operation of determinant one is carried to its inverse by some `M` with
`M² = 1` and determinant `-1`. -/
theorem exists_reversing_mirror {R : Matrix (Fin 2) (Fin 2) ℝ} (hR : R.det = 1) :
    ∃ M : Matrix (Fin 2) (Fin 2) ℝ, M * M = 1 ∧ M.det = -1 ∧ Reverses M R := by
  have hex : ∃ p q r : ℝ, p * (R 0 0 - R 1 1) + q * R 1 0 + r * R 0 1 = 0 ∧
      p * p + q * r = 1 := by
    by_cases hc : R 1 0 = 0
    · by_cases hb : R 0 1 = 0
      · exact ⟨0, 1, 1, by rw [hc, hb]; ring, by ring⟩
      · refine ⟨1, 0, (R 1 1 - R 0 0) / R 0 1, ?_, by ring⟩
        rw [div_mul_cancel₀ _ hb]
        ring
    · refine ⟨1, (R 1 1 - R 0 0) / R 1 0, 0, ?_, by ring⟩
      rw [div_mul_cancel₀ _ hc]
      ring
  obtain ⟨p, q, r, h, hn⟩ := hex
  have hdet : (!![p, q; r, -p] : Matrix (Fin 2) (Fin 2) ℝ).det = -1 := by
    rw [Matrix.det_fin_two_of]
    linarith
  refine ⟨!![p, q; r, -p], ?_, hdet, ?_, traceless_reverses hR h⟩
  · ext i j
    fin_cases i <;> fin_cases j <;> simp [Matrix.mul_apply, Fin.sum_univ_two] <;> linarith
  · rw [hdet]
    norm_num
```

The last theorem determines, among matrices of determinant one, those for which every reversing $P$ changes handedness. The boundary $|t|=2$ with $R\neq\pm1$ is included: these matrices are shears, up to an overall sign, and not rotations.

From left to right, the proof assumes that all reversing matrices have negative determinant and treats the three ways in which the right side could fail. For $|t|>2$ it builds the matrix from $D$, $S$ and $A$; `hgap` is $N-A^2>0$ and `hpos` is the positive determinant. For $R=\pm1$ it uses the identity as $P$. The converse is `det_neg_aux`.

```lean
/-- For `det R = 1`, all cell transformations reversing `R` have negative determinant
exactly when `|tr R| ≤ 2` and `R` is neither the identity nor minus the identity. -/
theorem handedness_iff {R : Matrix (Fin 2) (Fin 2) ℝ} (hR : R.det = 1) :
    (∀ P, Reverses P R → P.det < 0) ↔ |R.trace| ≤ 2 ∧ R ≠ 1 ∧ R ≠ -1 := by
  constructor
  · intro h
    refine ⟨?_, ?_, ?_⟩
    · by_contra hn
      have ht := not_le.mp hn
      rw [Matrix.trace_fin_two] at ht
      have ht2 : 4 < (R 0 0 + R 1 1) ^ 2 := by
        rcases lt_abs.mp ht with h' | h' <;> nlinarith
      have hd := hR
      rw [Matrix.det_fin_two] at hd
      -- an explicit reversing matrix of positive determinant
      obtain ⟨D, hD⟩ : ∃ D, D = R 0 0 - R 1 1 := ⟨_, rfl⟩
      obtain ⟨S, hS⟩ : ∃ S, S = R 0 1 + R 1 0 := ⟨_, rfl⟩
      obtain ⟨A, hA⟩ : ∃ A, A = R 0 1 - R 1 0 := ⟨_, rfl⟩
      have hgap : 0 < D ^ 2 + S ^ 2 - A ^ 2 := by
        rw [hD, hS, hA]
        nlinarith
      have hN : 0 < D ^ 2 + S ^ 2 := by nlinarith [sq_nonneg A]
      have hpos : 0 < (!![D * A, S * A + (D ^ 2 + S ^ 2);
          S * A - (D ^ 2 + S ^ 2), -(D * A)] : Matrix (Fin 2) (Fin 2) ℝ).det := by
        rw [Matrix.det_fin_two_of]
        have := mul_pos hN hgap
        linarith
      have hrev := traceless_reverses hR (p := D * A) (q := S * A + (D ^ 2 + S ^ 2))
        (r := S * A - (D ^ 2 + S ^ 2)) (by rw [hD, hS, hA]; ring)
      exact lt_asymm hpos (h _ ⟨hpos.ne', hrev⟩)
    · rintro rfl
      have := h 1 ⟨by simp, by simp⟩
      norm_num at this
    · rintro rfl
      have hi : (-1 : Matrix (Fin 2) (Fin 2) ℝ)⁻¹ = -1 :=
        Matrix.inv_eq_right_inv (by simp)
      have := h 1 ⟨by simp, by rw [hi]; simp⟩
      norm_num at this
  · rintro ⟨ht, h1, h2⟩ P hP
    exact det_neg_aux hR ht h1 h2 hP

end PlaneRotationSense
```

```lean
#print axioms PlaneRotationSense.reverses_iff_conj
#print axioms PlaneRotationSense.det_neg_of_reverses
#print axioms PlaneRotationSense.exists_reversing_mirror
#print axioms PlaneRotationSense.handedness_iff
```

```
'PlaneRotationSense.reverses_iff_conj' depends on axioms: [propext, Classical.choice, Quot.sound]
'PlaneRotationSense.det_neg_of_reverses' depends on axioms: [propext, Classical.choice, Quot.sound]
'PlaneRotationSense.exists_reversing_mirror' depends on axioms: [propext, Classical.choice, Quot.sound]
'PlaneRotationSense.handedness_iff' depends on axioms: [propext, Classical.choice, Quot.sound]
```
